# Two-sided bounds on the entropy of fractional occupations

## The entropy term and its checks

A metal treated with Fermi–Dirac smearing of width $\sigma = k_B T$ has its energy $E$ replaced by the free energy $E - \sigma S$, where $S$ is the entropy of the fractional occupations, summed over bands and $k$-points. A program typically reports $S$, or the term $-\sigma S$, as one number. Bounds on it can expose some errors, such as a spin factor applied to $S$ but not to the other weighted sums, and they turn a small value of $S$ into a statement about how close the occupations are to integers. A common rescaling of all weights, such as an unnormalised set of $k$-point weights, multiplies $S$ and each bound by the same factor and is not detected. The inequalities below enclose $S$ between quantities built from weighted sums of the occupations, for a finite set of independent one-particle states.

## The claim

Let $i$ run over a finite set of states, each a band at a $k$-point, with weight $w_i \ge 0$ and occupation $p_i \in [0,1]$. In units of $k_B$ and with the natural logarithm, one state carries the entropy
$$s(p) = -p\log p - (1-p)\log(1-p), \qquad 0 \log 0 = 0 .$$
Define the total weight, the electron number, the total entropy and the fluctuation
$$W = \sum_i w_i,\quad N = \sum_i w_i p_i,\quad S = \sum_i w_i\, s(p_i),\quad F = \sum_i w_i\, p_i(1-p_i),$$
and for $W > 0$ the mean filling $\nu = N/W$. Then
$$2F \;\le\; S \;\le\; W s(\nu) \;\le\; W \log 2 .$$
The first bound is an equality exactly when every state of positive weight has $p_i = 0$ or $p_i = 1$, the second exactly when every state of positive weight has $p_i = \nu$, and the third exactly when $\nu = 1/2$.

## Derivation

All three bounds come from one elementary inequality:
$$\log x < x - 1 \qquad (x > 0,\ x \ne 1). \tag{1}$$
The function $x - 1 - \log x$ has derivative $1 - 1/x$, so it falls on $(0,1)$, rises on $(1,\infty)$ and has its only minimum, zero, at $x = 1$.

*Lower bound for one state.* Let $0 < p < 1$. Inequality (1) at $x = p$ gives $-\log p > 1 - p$, hence $-p \log p > p(1-p)$. At $x = 1-p$ it gives $-\log(1-p) > p$, hence $-(1-p)\log(1-p) > p(1-p)$. The sum is $s(p) > 2p(1-p)$. At $p = 0$ and $p = 1$ both sides vanish. So
$$2p(1-p) \le s(p), \quad\text{with equality iff } p \in \{0, 1\}. \tag{2}$$

*A two-variable form of (1).* Let $a, b \ge 0$ with $a \ne b$, and suppose that $b = 0$ only if $a = 0$. Then
$$a(\log b - \log a) < b - a. \tag{3}$$
If $a = 0$, the left side is zero and $b > 0$ because $b \ne a$. If $a > 0$, then $b > 0$, and (1) at $x = b/a \neq 1$ reads $\log b - \log a < b/a - 1$, which is multiplied by $a$.

*Tangent bound.* Let $p, q \in [0,1]$, where $q = 0$ forces $p = 0$ and $q = 1$ forces $p = 1$. For $p \ne q$ apply (3) to the particle pair $(p, q)$ and to the hole pair $(1-p, 1-q)$:
$$p\log q - p \log p < q - p,$$
$$(1-p)\log(1-q) - (1-p)\log(1-p) < p - q .$$
The right sides cancel on adding, and rearranging gives
$$s(p) \le -p\log q - (1-p)\log(1-q), \quad\text{with equality iff } p = q, \tag{4}$$
where the case $p = q$ is the definition of $s$. The right side is affine in $p$ and meets $s$ at $p = q$. This is Gibbs' inequality for a two-outcome distribution. At $q = 1/2$ the right side is $p \log 2 + (1-p)\log 2 = \log 2$, so
$$s(p) \le \log 2, \quad\text{with equality iff } p = 1/2. \tag{5}$$

*Weighted sums.* Suppose $a_i \le b_i$ whenever $w_i > 0$. Then $w_i a_i \le w_i b_i$ for every $i$, since a state of zero weight gives $0 \le 0$, and therefore $\sum_i w_i a_i \le \sum_i w_i b_i$. One state with $w_i > 0$ and $a_i < b_i$ makes the sums differ, so they are equal exactly when $a_i = b_i$ on all states of positive weight. Applied to (2), this gives $2F \le S$ with its equality case.

*The mean filling.* The same rule applied to $0 \le p_i$ and to $p_i \le 1$ gives $0 \le N \le W$, so $0 \le \nu \le 1$. Its equality cases say that $N = 0$ forces $p_i = 0$, and $N = W$ forces $p_i = 1$, on every state of positive weight. These are the conditions that (4) requires for $p = p_i$ and $q = \nu$.

*Upper bound.* If $\nu = 0$ or $\nu = 1$, the previous step shows that every state of positive weight has $p_i = \nu$, so $S = 0 = W s(\nu)$ and the bound holds with equality. For $0 < \nu < 1$ both logarithms below are finite; sum (4) at $q = \nu$ with weights. Collecting the terms in $p_i$ and using $N = \nu W$,
$$\sum_i w_i\big[-p_i \log\nu - (1-p_i)\log(1-\nu)\big] = N\big[\log(1-\nu) - \log \nu\big] - W\log(1-\nu)$$
$$= W\big[-\nu\log\nu - (1-\nu)\log(1-\nu)\big] = W s(\nu).$$
Hence $S \le W s(\nu)$, which is Jensen's inequality for this one function $s$ and finitely many weights, with equality exactly when $p_i = \nu$ on all states of positive weight. Finally (5) at $p = \nu$, multiplied by $W > 0$, gives the last bound and its equality case.

## Instances

Take two $k$-points of weight $1/2$ and two bands, the lower one full at both points and the upper one with occupations $3/4$ and $1/4$. The four states have $w_i = 1/2$ and occupations $1, 1, 3/4, 1/4$, so $W = 2$, $N = 3/2$ and $\nu = 3/4$. Then $F = \tfrac12\left(\tfrac{3}{16} + \tfrac{3}{16}\right) = \tfrac{3}{16}$. Since $s(1/4) = s(3/4) = \log 4 - \tfrac34 \log 3 \approx 0.562$ and $s(1) = 0$, the total entropy is $S \approx 0.562$. The chain reads
$$0.375 < 0.562 < 1.125 < 1.386 ,$$
strict at each step because none of the three equality conditions holds. An entropy wrongly halved to $0.281$ would here fall below $2F$.

The smallest case is one state with weight $w > 0$ and occupation $p$. Then $W = w$ and $\nu = p$, the middle bound is an equality, and the chain reduces to $2p(1-p) \le s(p) \le \log 2$ multiplied by $w$. If all occupations are integers, as for an insulator at vanishing smearing, then $2F = S = 0$, while $W s(\nu)$ stays positive as long as both full and empty states of positive weight are included.

In a program, $S$ is accumulated in a loop over $k$-points and bands, and $W$, $N$ and $F$ can be accumulated in the same loop, after which the chain is a consistency test up to rounding. Terms with $p_i = 0$ or $1$ must be skipped or guarded, because floating-point evaluation of $0 \cdot \log 0$ does not return zero. A spin-degenerate code that stores occupations between $0$ and $2$ fits the model after halving the occupations and doubling the weights. Adding empty bands leaves $F$ and $S$ unchanged but enlarges $W$, and so loosens the bound $W \log 2$ and, for $N > 0$, also the bound $W s(\nu)$. Since each term of $F$ is non-negative, the lower bound gives $w_i p_i(1-p_i) \le S/2$ for each state, so a small $S$ confines the occupations of states with appreciable weight near $0$ or $1$. The numbers and the practical remarks here are worked on paper and were not passed through Lean.

## Formal development

The states form an arbitrary finite type `ι`, so one index carries both band and $k$-point, and weights and occupations are functions `ι → ℝ`. The function `log` is the natural logarithm, and `occEntropy` is $s$.

```lean
import Mathlib

open Real

namespace OccupationEntropy

noncomputable section

variable {ι : Type*} [Fintype ι]

/-- Entropy (in units of `k_B`) of one fermionic state with occupation `p`:
`s(p) = -p log p - (1 - p) log (1 - p)`. -/
def occEntropy (p : ℝ) : ℝ := -(p * log p) - (1 - p) * log (1 - p)
```

Lean's `log` is defined on all reals, with $\log 0 = 0$: a product such as $p \log p$ is zero at $p = 0$ whatever that value is, but $p \log q$ at $q = 0$ and $p > 0$ would be wrongly finite, and the hypotheses on $b$ and $q$ below exclude that case. The next definitions are $W$, $N$, $\nu = N/W$, $S$ and $F$, in that order. The weights are not assumed to sum to one.

```lean
/-- Total weight `W = ∑ w_i` of the sampled states. -/
def totalWeight (w : ι → ℝ) : ℝ := ∑ i, w i

/-- Electron number `N = ∑ w_i p_i`. -/
def electronCount (w p : ι → ℝ) : ℝ := ∑ i, w i * p i

/-- Mean filling `N / W`. -/
def meanFilling (w p : ι → ℝ) : ℝ := electronCount w p / totalWeight w

/-- Total entropy of the occupations, `S = ∑ w_i s(p_i)`. -/
def totalEntropy (w p : ι → ℝ) : ℝ := ∑ i, w i * occEntropy (p i)

/-- Weighted occupation fluctuation `∑ w_i p_i (1 - p_i)`. -/
def fluctuation (w p : ι → ℝ) : ℝ := ∑ i, w i * (p i * (1 - p i))
```

The values $s(0) = s(1) = 0$ are the limits from inside the interval, because `occEntropy` is continuous. The proof takes continuity of $x \log x$ from `Real.continuous_mul_log`, composes it with $p \mapsto 1 - p$ for the hole term, and combines the two. The theorem supports the convention $0\log 0 = 0$ and is not used in the inequalities.

```lean
/-- The one-state entropy is a continuous function of the occupation, `p = 0` and `p = 1`
included. -/
theorem continuous_occEntropy : Continuous occEntropy := by
  have h1 : Continuous fun p : ℝ => 1 - p := by fun_prop
  have h2 := Real.continuous_mul_log.comp h1
  have h3 := Real.continuous_mul_log.neg.sub h2
  exact h3.congr fun x => rfl
```

Inequality (3) is `mul_log_sub_lt`, with `hab` the condition that $b = 0$ implies $a = 0$. The split on `ha.eq_or_lt` separates $a = 0$ from $a > 0$. In the second branch `log_lt_sub_one_of_pos`, which is (1), is applied at $b/a$, `log_div` splits the logarithm, and the `calc` block multiplies by $a$.

```lean
/-- For distinct nonnegative populations `a` and `b`, with `b = 0` only if `a = 0`,
one has `a (log b - log a) < b - a`. -/
theorem mul_log_sub_lt {a b : ℝ} (ha : 0 ≤ a) (hb : 0 ≤ b) (hab : b = 0 → a = 0)
    (hne : a ≠ b) : a * (log b - log a) < b - a := by
  rcases ha.eq_or_lt with rfl | hpos
  · have hb' : 0 < b := lt_of_le_of_ne hb hne
    simpa using hb'
  · have ha0 : a ≠ 0 := hpos.ne'
    have hbpos : 0 < b := lt_of_le_of_ne hb (fun h => ha0 (hab h.symm))
    have hr : b / a ≠ 1 := by
      intro h
      apply hne
      rw [div_eq_iff ha0] at h
      linarith
    -- `log x < x - 1` at `x = b / a`
    have h := log_lt_sub_one_of_pos (div_pos hbpos hpos) hr
    rw [log_div hbpos.ne' ha0] at h
    have e : a * (b / a) = b := by field_simp
    calc a * (log b - log a) < a * (b / a - 1) := mul_lt_mul_of_pos_left h hpos
      _ = b - a := by rw [mul_sub, e, mul_one]
```

Statement (2) comes as a pair, the inequality and the equivalence for equality. At the endpoints both sides are evaluated. Inside the interval, `l1` and `l2` are (1) at $p$ and $1-p$, `m1` and `m2` are these multiplied by $p$ and $1-p$, and `nlinarith` adds them. There strictness rules out equality and $p$ is neither $0$ nor $1$, so both sides of the equivalence are false.

```lean
/-- For an occupation in `[0,1]`, `2 p (1 - p) ≤ s(p)`, with equality exactly when the
state is empty or full. -/
theorem occEntropy_lower {p : ℝ} (h0 : 0 ≤ p) (h1 : p ≤ 1) :
    2 * (p * (1 - p)) ≤ occEntropy p ∧
      (2 * (p * (1 - p)) = occEntropy p ↔ p = 0 ∨ p = 1) := by
  by_cases hp : p = 0 ∨ p = 1
  · have heq : 2 * (p * (1 - p)) = occEntropy p := by
      rcases hp with rfl | rfl <;> simp [occEntropy]
    exact ⟨heq.le, iff_of_true heq hp⟩
  · have hp0 : p ≠ 0 := fun h => hp (Or.inl h)
    have hp1 : p ≠ 1 := fun h => hp (Or.inr h)
    have ha : 0 < p := lt_of_le_of_ne h0 hp0.symm
    have hb : 0 < 1 - p := by
      have := lt_of_le_of_ne h1 hp1
      linarith
    -- `log x < x - 1` for the particle and for the hole occupation
    have l1 := log_lt_sub_one_of_pos ha hp1
    have l2 := log_lt_sub_one_of_pos hb (fun h => hp0 (by linarith))
    have m1 := mul_lt_mul_of_pos_left l1 ha
    have m2 := mul_lt_mul_of_pos_left l2 hb
    have hlt : 2 * (p * (1 - p)) < occEntropy p := by
      unfold occEntropy
      nlinarith [m1, m2]
    exact ⟨hlt.le, iff_of_false hlt.ne hp⟩
```

The tangent bound (4) carries the two edge conditions as `h0` and `h1`. For $p \neq q$, `k1` and `k2` are the particle and hole instances of (3), and their sum is the strict inequality `hlt`.

```lean
/-- For occupations `p, q` in `[0,1]`, where `q = 0` or `q = 1` forces `p` to the same value,
`s(p) ≤ -p log q - (1 - p) log (1 - q)`, with equality exactly when `p = q`. -/
theorem occEntropy_tangent {p q : ℝ} (hp0 : 0 ≤ p) (hp1 : p ≤ 1) (hq0 : 0 ≤ q) (hq1 : q ≤ 1)
    (h0 : q = 0 → p = 0) (h1 : q = 1 → p = 1) :
    occEntropy p ≤ -(p * log q) - (1 - p) * log (1 - q) ∧
      (occEntropy p = -(p * log q) - (1 - p) * log (1 - q) ↔ p = q) := by
  by_cases hpq : p = q
  · subst hpq
    unfold occEntropy
    exact ⟨le_rfl, iff_of_true rfl rfl⟩
  · -- particle term and hole term; the linear remainders cancel
    have k1 := mul_log_sub_lt hp0 hq0 h0 hpq
    have k2 := mul_log_sub_lt (a := 1 - p) (b := 1 - q) (by linarith) (by linarith)
      (fun h => by
        have hp : p = 1 := h1 (by linarith)
        linarith)
      (fun h => hpq (by linarith))
    have hlt : occEntropy p < -(p * log q) - (1 - p) * log (1 - q) := by
      unfold occEntropy
      nlinarith [k1, k2]
    exact ⟨hlt.le, iff_of_false hlt.ne hpq⟩
```

At $q = 1/2$ the edge conditions are vacuous, and `e` evaluates the right side of (4) to $\log 2$, which gives (5).

```lean
/-- For an occupation in `[0,1]`, `s(p) ≤ log 2`, with equality exactly at half filling. -/
theorem occEntropy_le_log_two {p : ℝ} (h0 : 0 ≤ p) (h1 : p ≤ 1) :
    occEntropy p ≤ log 2 ∧ (occEntropy p = log 2 ↔ p = 1 / 2) := by
  have h := occEntropy_tangent (q := 1 / 2) h0 h1 (by norm_num) (by norm_num)
    (fun h => absurd h (by norm_num)) (fun h => absurd h (by norm_num))
  have e1 : log (1 / 2 : ℝ) = -log 2 := by rw [one_div, log_inv]
  have e2 : (1 : ℝ) - 1 / 2 = 1 / 2 := by norm_num
  have e : -(p * log (1 / 2)) - (1 - p) * log (1 - 1 / 2) = log 2 := by
    rw [e2, e1]
    ring
  rwa [e] at h
```

The rule for weighted sums assumes $a_i \le b_i$ only where $w_i > 0$. The fact that $w_i a_i \le w_i b_i$ holds for every state is `hle`, and `Finset.sum_le_sum` adds the terms. For the forward direction of the equivalence, a state of positive weight with $a_i \ne b_i$ supplies the strict term that `Finset.sum_lt_sum` needs, contradicting equality of the sums. The reverse direction compares the sums term by term.

```lean
/-- For nonnegative weights, if `a_i ≤ b_i` on every state of positive weight, then `∑ w_i a_i ≤ ∑ w_i b_i`, with
equality exactly when `a_i = b_i` on every state of positive weight. -/
theorem weighted_sum_le (w a b : ι → ℝ) (hw : ∀ i, 0 ≤ w i)
    (h : ∀ i, 0 < w i → a i ≤ b i) :
    ∑ i, w i * a i ≤ ∑ i, w i * b i ∧
      (∑ i, w i * a i = ∑ i, w i * b i ↔ ∀ i, 0 < w i → a i = b i) := by
  have hle : ∀ i ∈ (Finset.univ : Finset ι), w i * a i ≤ w i * b i := by
    intro i _
    rcases (hw i).eq_or_lt with h0 | h0
    · rw [← h0]
      simp
    · exact mul_le_mul_of_nonneg_left (h i h0) h0.le
  refine ⟨Finset.sum_le_sum hle, ?_, ?_⟩
  · -- one strict term of positive weight makes the sums differ
    intro heq i hi
    by_contra hne
    have hlt := Finset.sum_lt_sum hle
      ⟨i, Finset.mem_univ i, mul_lt_mul_of_pos_left (lt_of_le_of_ne (h i hi) hne) hi⟩
    exact absurd heq hlt.ne
  · intro hall
    refine Finset.sum_congr rfl fun i _ => ?_
    rcases (hw i).eq_or_lt with h0 | h0
    · rw [← h0]
      simp
    · rw [hall i h0]
```

The filling lemma is stated for any real `ν` with $N = \nu W$, which keeps division out of the argument. Here `A` is the rule applied to $0 \le p_i$ and `B` the rule applied to $p_i \le 1$. A negative $\nu$ would give $(-\nu)W > 0$ against $N \ge 0$, and $\nu > 1$ would give $(\nu - 1)W > 0$ against $N \le W$. The last two branches read off the equality cases of `A` and `B`.

```lean
/-- For nonnegative weights and occupations in `[0,1]`, a filling `ν` with `N = ν W` and `W > 0` lies in `[0,1]`; if it is `0` (or `1`), every
state of positive weight is empty (or full). -/
theorem filling_bounds (w p : ι → ℝ) (ν : ℝ) (hw : ∀ i, 0 ≤ w i)
    (hp : ∀ i, p i ∈ Set.Icc (0 : ℝ) 1) (hW : 0 < totalWeight w)
    (hν : electronCount w p = ν * totalWeight w) :
    0 ≤ ν ∧ ν ≤ 1 ∧ ∀ i, 0 < w i → (ν = 0 → p i = 0) ∧ (ν = 1 → p i = 1) := by
  have A := weighted_sum_le w (fun _ => 0) p hw (fun i _ => (hp i).1)
  have B := weighted_sum_le w p (fun _ => 1) hw (fun i _ => (hp i).2)
  simp only [mul_zero, Finset.sum_const_zero] at A
  simp only [mul_one] at B
  unfold electronCount totalWeight at hν
  unfold totalWeight at hW
  refine ⟨?_, ?_, fun i hi => ⟨fun h => ?_, fun h => ?_⟩⟩
  · by_contra hn
    have := mul_pos (neg_pos.2 (not_le.1 hn)) hW
    nlinarith [A.1]
  · by_contra hn
    have := mul_pos (sub_pos.2 (not_le.1 hn)) hW
    nlinarith [B.1]
  · rw [h, zero_mul] at hν
    exact (A.2.1 hν.symm i hi).symm
  · rw [h, one_mul] at hν
    exact B.2.1 hν i hi
```

The lower bound $2F \le S$ needs no assumption on $W$, so it holds also when all weights vanish or there are no states. The step `hsum` moves the factor $2$ inside the sum, and the equality case chains the equivalence of `A` with that of `T i` for each state.

```lean
/-- For nonnegative weights and occupations in `[0,1]`, twice the occupation fluctuation is at most the total entropy, with equality exactly
when every state of positive weight is empty or full. -/
theorem two_mul_fluctuation_le (w p : ι → ℝ) (hw : ∀ i, 0 ≤ w i)
    (hp : ∀ i, p i ∈ Set.Icc (0 : ℝ) 1) :
    2 * fluctuation w p ≤ totalEntropy w p ∧
      (2 * fluctuation w p = totalEntropy w p ↔ ∀ i, 0 < w i → p i = 0 ∨ p i = 1) := by
  have T := fun i => occEntropy_lower (hp i).1 (hp i).2
  have A := weighted_sum_le w (fun i => 2 * (p i * (1 - p i))) (fun i => occEntropy (p i)) hw
    (fun i _ => (T i).1)
  have hsum : 2 * fluctuation w p = ∑ i, w i * (2 * (p i * (1 - p i))) := by
    unfold fluctuation
    rw [Finset.mul_sum]
    exact Finset.sum_congr rfl fun i _ => by ring
  rw [hsum]
  unfold totalEntropy
  exact ⟨A.1, fun h i hi => (T i).2.1 (A.2.1 h i hi),
    fun h => A.2.2 fun i hi => (T i).2.2 (h i hi)⟩
```

The upper bound is stated per unit weight, $S/W \le s(\nu)$. The edge conditions `hedge` from `filling_bounds` hold only on states of positive weight, and so the tangent bound `T` takes `0 < w i` as an argument, matching what `weighted_sum_le` asks for. The `calc` block in `hsum` follows the two displayed lines of the derivation: collect the terms in $p_i$, sum to $N$ and $W$, substitute $N = \nu W$. In Lean this is an algebraic identity in the two real numbers `log ν` and `log (1 - ν)`, whatever their values, so $\nu = 0$ and $\nu = 1$ need no separate case. The final rewrite multiplies through by $W$.

```lean
/-- For nonnegative weights, occupations in `[0,1]` and a filling `ν` with `N = ν W` and `W > 0`, the entropy per unit weight is at most
`s(ν)`, with equality exactly when every state of positive weight has occupation `ν`. -/
theorem mean_entropy_le (w p : ι → ℝ) (ν : ℝ) (hw : ∀ i, 0 ≤ w i)
    (hp : ∀ i, p i ∈ Set.Icc (0 : ℝ) 1) (hW : 0 < totalWeight w)
    (hν : electronCount w p = ν * totalWeight w) :
    totalEntropy w p / totalWeight w ≤ occEntropy ν ∧
      (totalEntropy w p / totalWeight w = occEntropy ν ↔ ∀ i, 0 < w i → p i = ν) := by
  obtain ⟨h0, h1, hedge⟩ := filling_bounds w p ν hw hp hW hν
  have T := fun i (hi : 0 < w i) =>
    occEntropy_tangent (hp i).1 (hp i).2 h0 h1 (hedge i hi).1 (hedge i hi).2
  have A := weighted_sum_le w (fun i => occEntropy (p i))
    (fun i => -(p i * log ν) - (1 - p i) * log (1 - ν)) hw (fun i hi => (T i hi).1)
  -- the tangent bound is affine in `p_i`, so its weighted sum is `s(ν) W`
  have hsum : ∑ i, w i * (-(p i * log ν) - (1 - p i) * log (1 - ν))
      = occEntropy ν * totalWeight w := by
    calc ∑ i, w i * (-(p i * log ν) - (1 - p i) * log (1 - ν))
        = ∑ i, (w i * p i * (log (1 - ν) - log ν) - w i * log (1 - ν)) :=
          Finset.sum_congr rfl fun i _ => by ring
      _ = electronCount w p * (log (1 - ν) - log ν) - totalWeight w * log (1 - ν) := by
          simp only [electronCount, totalWeight, Finset.sum_sub_distrib, Finset.sum_mul]
      _ = occEntropy ν * totalWeight w := by
          rw [hν]
          unfold occEntropy
          ring
  rw [div_le_iff₀ hW, div_eq_iff hW.ne', ← hsum]
  unfold totalEntropy
  exact ⟨A.1, fun h i hi => (T i hi).2.1 (A.2.1 h i hi),
    fun h => A.2.2 fun i hi => (T i hi).2.2 (h i hi)⟩
```

The main theorem assumes `hw`, non-negative weights; `hp`, each occupation in the closed interval `Set.Icc (0 : ℝ) 1`, also for states of zero weight; and `hW`, positive total weight, which requires at least one state of positive weight. It concludes the three inequalities and then the three equivalences, in the order of the claim, with `meanFilling w p` for $\nu$. The occupations are arbitrary numbers in $[0,1]$: no energies, temperature or chemical potential appear, and the Fermi–Dirac form is not assumed. That $\sum_i w_i s(p_i)$ is the physical entropy of independent fermion states is the model's definition and is not derived. The sum is finite, so the Brillouin-zone integral and its convergence in the $k$-mesh are not treated, and neither are negative weights, occupations outside $[0,1]$ or smearing schemes whose entropy term uses another function than $s$. The factor $2$ in the lower bound is not the largest possible: $4\log 2 \approx 2.77$ also works for every $p \in [0,1]$, which is not proved here.

```lean
/-- For nonnegative weights with `W > 0` and occupations in `[0,1]`,
`2 ∑ w_i p_i (1 - p_i) ≤ ∑ w_i s(p_i) ≤ W s(N/W) ≤ W log 2`. The bounds are attained
exactly when, in turn, all states of positive weight are empty or full, all states of
positive weight have occupation `N/W`, and `N/W = 1/2`. -/
theorem entropy_chain (w p : ι → ℝ) (hw : ∀ i, 0 ≤ w i)
    (hp : ∀ i, p i ∈ Set.Icc (0 : ℝ) 1) (hW : 0 < totalWeight w) :
    (2 * fluctuation w p ≤ totalEntropy w p ∧
      totalEntropy w p ≤ totalWeight w * occEntropy (meanFilling w p) ∧
      totalWeight w * occEntropy (meanFilling w p) ≤ totalWeight w * log 2) ∧
    (2 * fluctuation w p = totalEntropy w p ↔ ∀ i, 0 < w i → p i = 0 ∨ p i = 1) ∧
    (totalEntropy w p = totalWeight w * occEntropy (meanFilling w p) ↔
      ∀ i, 0 < w i → p i = meanFilling w p) ∧
    (totalWeight w * occEntropy (meanFilling w p) = totalWeight w * log 2 ↔
      meanFilling w p = 1 / 2) := by
  have hW0 : totalWeight w ≠ 0 := hW.ne'
  have hν : electronCount w p = meanFilling w p * totalWeight w := by
    unfold meanFilling
    field_simp
  obtain ⟨h0, h1, -⟩ := filling_bounds w p _ hw hp hW hν
  have L := two_mul_fluctuation_le w p hw hp
  have J := mean_entropy_le w p _ hw hp hW hν
  have M := occEntropy_le_log_two h0 h1
  rw [div_le_iff₀ hW, div_eq_iff hW0, mul_comm (occEntropy (meanFilling w p))] at J
  exact ⟨⟨L.1, J.1, mul_le_mul_of_nonneg_left M.1 hW.le⟩, L.2, J.2,
    fun h => M.2.1 (mul_left_cancel₀ hW0 h), fun h => by rw [M.2.2 h]⟩

end

end OccupationEntropy
```

In the proof, `hν` gives $N = \nu W$ for $\nu = N/W$, and `filling_bounds` places $\nu$ in $[0,1]$. Then `L`, `J` and `M` are the lower bound, the upper bound and (5) at $\nu$. The rewrite brings `J` to the form $S \le W s(\nu)$, and `M` is multiplied by $W$, with `mul_left_cancel₀` removing that factor again in the last equality case.

```lean
#print axioms OccupationEntropy.continuous_occEntropy
#print axioms OccupationEntropy.occEntropy_le_log_two
#print axioms OccupationEntropy.entropy_chain
```

```
'OccupationEntropy.continuous_occEntropy' depends on axioms: [propext, Classical.choice, Quot.sound]
'OccupationEntropy.occEntropy_le_log_two' depends on axioms: [propext, Classical.choice, Quot.sound]
'OccupationEntropy.entropy_chain' depends on axioms: [propext, Classical.choice, Quot.sound]
```
